# After exact decoupling, length–velocity agreement allows only position errors that commute with the two-component Hamiltonian

If a relativistic Hamiltonian and its velocity operator are transformed to two-component form while the position operator is left as it was, the length and velocity forms of a transition moment generally disagree. (A velocity formed afresh as the commutator of the two-component Hamiltonian with the untransformed position would agree with it automatically, and would hide the error.) The file below gives the size of the disagreement for finite one-electron matrices and says which substitute position operators avoid it for every pair of eigenvectors.

```lean
import Mathlib

open Matrix Complex

namespace PictureChange

noncomputable section

variable {m n : Type*} [Fintype m] [Fintype n] [DecidableEq m] [DecidableEq n]

/-- The velocity operator `i (H x - x H)` belonging to the position operator `x` and the
Hamiltonian `H`. -/
def velocity {l : Type*} [Fintype l] (H x : Matrix l l ℂ) : Matrix l l ℂ :=
  I • (H * x - x * H)

/-- The upper-left block of the transformed operator `U A Uᴴ`. -/
def upperBlock (U A : Matrix (m ⊕ n) (m ⊕ n) ℂ) : Matrix m m ℂ :=
  (U * A * Uᴴ).toBlocks₁₁

/-- If a unitary `U` block-diagonalises `H` with upper block `h`, the upper block of the
transformed velocity is the velocity formed from `h` and the upper block of the transformed
position. -/
theorem upperBlock_velocity {U H : Matrix (m ⊕ n) (m ⊕ n) ℂ} {h : Matrix m m ℂ}
    {g : Matrix n n ℂ} (hU : U ∈ Matrix.unitaryGroup (m ⊕ n) ℂ)
    (hD : U * H * Uᴴ = fromBlocks h 0 0 g) (x : Matrix (m ⊕ n) (m ⊕ n) ℂ) :
    upperBlock U (velocity H x) = velocity h (upperBlock U x) := by
  have hU' : Uᴴ * U = 1 := Matrix.mem_unitaryGroup_iff'.mp hU
  -- the transformation respects products
  have hmul : ∀ A B : Matrix (m ⊕ n) (m ⊕ n) ℂ,
      U * (A * B) * Uᴴ = (U * A * Uᴴ) * (U * B * Uᴴ) := by
    intro A B
    calc U * (A * B) * Uᴴ = U * A * 1 * B * Uᴴ := by noncomm_ring
      _ = U * A * (Uᴴ * U) * B * Uᴴ := by rw [hU']
      _ = (U * A * Uᴴ) * (U * B * Uᴴ) := by simp only [Matrix.mul_assoc]
  have hv : U * velocity H x * Uᴴ = velocity (fromBlocks h 0 0 g) (U * x * Uᴴ) := by
    unfold velocity
    rw [Matrix.mul_smul, Matrix.smul_mul, Matrix.mul_sub, Matrix.sub_mul, hmul, hmul, hD]
  -- a block-diagonal Hamiltonian does not mix the blocks
  have hb : ∀ X : Matrix (m ⊕ n) (m ⊕ n) ℂ,
      (velocity (fromBlocks h 0 0 g) X).toBlocks₁₁ = velocity h X.toBlocks₁₁ := by
    intro X
    ext i j
    simp [velocity, Matrix.toBlocks₁₁, Matrix.mul_apply, Fintype.sum_sum_type]
  unfold upperBlock
  rw [hv, hb]

omit [DecidableEq m] [DecidableEq n] in
/-- The upper block `h` of a block-diagonalised Hermitian Hamiltonian is Hermitian. -/
theorem upper_isHermitian {U H : Matrix (m ⊕ n) (m ⊕ n) ℂ} {h : Matrix m m ℂ}
    {g : Matrix n n ℂ} (hH : H.IsHermitian) (hD : U * H * Uᴴ = fromBlocks h 0 0 g) :
    h.IsHermitian := by
  have h1 := Matrix.isHermitian_mul_mul_conjTranspose U hH
  rw [hD] at h1
  exact (Matrix.isHermitian_fromBlocks_iff.mp h1).1

omit [DecidableEq m] in
/-- Between eigenvectors of a Hermitian `h` with energies `e` and `e'`, the velocity belonging
to `y` has the matrix element of `y` times `i (e - e')`. -/
theorem velocity_element {h : Matrix m m ℂ} (hh : h.IsHermitian) (y : Matrix m m ℂ)
    {f k : m → ℂ} {e e' : ℝ} (hf : h *ᵥ f = (e : ℂ) • f) (hk : h *ᵥ k = (e' : ℂ) • k) :
    star f ⬝ᵥ velocity h y *ᵥ k = I * (e - e') * (star f ⬝ᵥ y *ᵥ k) := by
  -- `h` acts to the left on the bra with the real energy `e`
  have hl : star f ᵥ* h = (e : ℂ) • star f := by
    have h1 := Matrix.star_mulVec h f
    rw [hf, hh.eq] at h1
    rw [← h1]
    ext i
    simp
  rw [velocity, Matrix.smul_mulVec, Matrix.sub_mulVec, ← Matrix.mulVec_mulVec,
    ← Matrix.mulVec_mulVec, hk, dotProduct_smul, dotProduct_sub,
    Matrix.dotProduct_mulVec (star f) h, hl, smul_dotProduct, Matrix.mulVec_smul,
    dotProduct_smul]
  simp only [smul_eq_mul]
  ring

/-- Length-velocity relation after decoupling: for a Hermitian `H` block-diagonalised by a
unitary `U`, the transformed velocity and position blocks satisfy
`⟨f, v₁ k⟩ = i (e - e') ⟨f, x₁ k⟩` between eigenvectors of the upper block `h`. -/
theorem length_velocity {U H : Matrix (m ⊕ n) (m ⊕ n) ℂ} {h : Matrix m m ℂ}
    {g : Matrix n n ℂ} (hU : U ∈ Matrix.unitaryGroup (m ⊕ n) ℂ) (hH : H.IsHermitian)
    (hD : U * H * Uᴴ = fromBlocks h 0 0 g) (x : Matrix (m ⊕ n) (m ⊕ n) ℂ)
    {f k : m → ℂ} {e e' : ℝ} (hf : h *ᵥ f = (e : ℂ) • f) (hk : h *ᵥ k = (e' : ℂ) • k) :
    star f ⬝ᵥ upperBlock U (velocity H x) *ᵥ k
      = I * (e - e') * (star f ⬝ᵥ upperBlock U x *ᵥ k) := by
  rw [upperBlock_velocity hU hD]
  exact velocity_element (upper_isHermitian hH hD) _ hf hk

/-- Picture-change error: for a Hermitian `H` block-diagonalised by a unitary `U`, and eigenvectors
`f` and `k` of the upper block `h` with energies `e` and `e'`, if any `x₀` replaces the transformed
position block `x₁`, the velocity and length sides differ by `i (e - e') ⟨f, (x₁ - x₀) k⟩`. -/
theorem picture_change_error {U H : Matrix (m ⊕ n) (m ⊕ n) ℂ} {h : Matrix m m ℂ}
    {g : Matrix n n ℂ} (hU : U ∈ Matrix.unitaryGroup (m ⊕ n) ℂ) (hH : H.IsHermitian)
    (hD : U * H * Uᴴ = fromBlocks h 0 0 g) (x : Matrix (m ⊕ n) (m ⊕ n) ℂ)
    (x₀ : Matrix m m ℂ) {f k : m → ℂ} {e e' : ℝ}
    (hf : h *ᵥ f = (e : ℂ) • f) (hk : h *ᵥ k = (e' : ℂ) • k) :
    star f ⬝ᵥ upperBlock U (velocity H x) *ᵥ k - I * (e - e') * (star f ⬝ᵥ x₀ *ᵥ k)
      = I * (e - e') * (star f ⬝ᵥ (upperBlock U x - x₀) *ᵥ k) := by
  rw [length_velocity hU hH hD x hf hk, Matrix.sub_mulVec, dotProduct_sub]
  ring

/-- An operator whose matrix elements between all eigenvectors of a Hermitian `h` vanish is
zero. -/
theorem eq_zero_of_elements {h : Matrix m m ℂ} (hh : h.IsHermitian) (D : Matrix m m ℂ)
    (hD : ∀ (f k : m → ℂ) (e e' : ℝ), h *ᵥ f = (e : ℂ) • f → h *ᵥ k = (e' : ℂ) • k →
      star f ⬝ᵥ D *ᵥ k = 0) : D = 0 := by
  -- `V` is the unitary matrix whose columns are eigenvectors
  obtain ⟨V, hV⟩ : ∃ V : Matrix m m ℂ, V = hh.eigenvectorUnitary := ⟨_, rfl⟩
  have hVV : V * Vᴴ = 1 := by
    rw [hV]
    exact Matrix.mem_unitaryGroup_iff.mp hh.eigenvectorUnitary.2
  have hcol : ∀ j, h *ᵥ (fun i => V i j) = ((hh.eigenvalues j : ℝ) : ℂ) • fun i => V i j := by
    intro j
    ext i
    simpa [hV, Matrix.IsHermitian.eigenvectorUnitary_apply] using
      congrFun (hh.mulVec_eigenvectorBasis j) i
  have hz : Vᴴ * (D * V) = 0 := by
    ext i j
    exact hD _ _ _ _ (hcol i) (hcol j)
  calc D = (V * Vᴴ) * D * (V * Vᴴ) := by rw [hVV, Matrix.one_mul, Matrix.mul_one]
    _ = V * (Vᴴ * (D * V)) * Vᴴ := by simp only [Matrix.mul_assoc]
    _ = 0 := by rw [hz, Matrix.mul_zero, Matrix.zero_mul]

/-- For a Hermitian `H` block-diagonalised by a unitary `U`, a substitute `x₀` keeps length-velocity
agreement with the transformed velocity, between all eigenvectors of the upper block `h`, exactly
when the transformed position block minus `x₀` commutes with `h`. -/
theorem agreement_iff_commute {U H : Matrix (m ⊕ n) (m ⊕ n) ℂ} {h : Matrix m m ℂ}
    {g : Matrix n n ℂ} (hU : U ∈ Matrix.unitaryGroup (m ⊕ n) ℂ) (hH : H.IsHermitian)
    (hD : U * H * Uᴴ = fromBlocks h 0 0 g) (x : Matrix (m ⊕ n) (m ⊕ n) ℂ)
    (x₀ : Matrix m m ℂ) :
    (∀ (f k : m → ℂ) (e e' : ℝ), h *ᵥ f = (e : ℂ) • f → h *ᵥ k = (e' : ℂ) • k →
      star f ⬝ᵥ upperBlock U (velocity H x) *ᵥ k = I * (e - e') * (star f ⬝ᵥ x₀ *ᵥ k))
      ↔ h * (upperBlock U x - x₀) = (upperBlock U x - x₀) * h := by
  have hh := upper_isHermitian hH hD
  constructor
  · intro hA
    have h0 : velocity h (upperBlock U x - x₀) = 0 := by
      apply eq_zero_of_elements hh
      intro f k e e' hf hk
      rw [velocity_element hh _ hf hk, ← picture_change_error hU hH hD x x₀ hf hk,
        hA f k e e' hf hk, sub_self]
    exact sub_eq_zero.mp ((smul_eq_zero.mp h0).resolve_left I_ne_zero)
  · intro hc f k e e' hf hk
    have h0 : velocity h (upperBlock U x - x₀) = 0 := by
      rw [velocity, hc, sub_self, smul_zero]
    rw [← sub_eq_zero, picture_change_error hU hH hD x x₀ hf hk,
      ← velocity_element hh _ hf hk, h0, Matrix.zero_mulVec, dotProduct_zero]

/-- A rotation mixing the second upper component with the single lower component. -/
def modelU : Matrix (Fin 2 ⊕ Fin 1) (Fin 2 ⊕ Fin 1) ℂ :=
  fromBlocks !![1, 0; 0, 3 / 5] !![0; 4 / 5] !![0, -4 / 5] !![3 / 5]

/-- The block-diagonal model Hamiltonian with upper energies 1 and 2 and lower energy -1. -/
def modelD : Matrix (Fin 2 ⊕ Fin 1) (Fin 2 ⊕ Fin 1) ℂ :=
  fromBlocks !![1, 0; 0, 2] 0 0 !![-1]

/-- A position operator coupling the two upper components. -/
def modelX : Matrix (Fin 2 ⊕ Fin 1) (Fin 2 ⊕ Fin 1) ℂ :=
  fromBlocks !![0, 1; 1, 0] 0 0 0

/-- For the model Hamiltonian `Uᴴ D U`, the velocity element between the two upper eigenvectors
is `-3i/5`, while the untransformed position block gives `-i` on the length side. -/
theorem picture_change_witness :
    modelU ∈ Matrix.unitaryGroup (Fin 2 ⊕ Fin 1) ℂ ∧
    (modelUᴴ * modelD * modelU).IsHermitian ∧
    modelU * (modelUᴴ * modelD * modelU) * modelUᴴ = modelD ∧
    star ![1, 0] ⬝ᵥ upperBlock modelU (velocity (modelUᴴ * modelD * modelU) modelX) *ᵥ ![0, 1]
      = -(3 / 5) * I ∧
    I * (1 - 2) * (star ![1, 0] ⬝ᵥ modelX.toBlocks₁₁ *ᵥ ![0, 1]) = -I := by
  -- the rotation is real, so its adjoint is its transpose
  have him : ∀ i j, (modelU i j).im = 0 := by
    rintro (i | i) (j | j) <;> fin_cases i <;> fin_cases j <;> simp [modelU]
  have hT : modelUᴴ = modelUᵀ := by
    ext i j
    exact Complex.conj_eq_iff_im.mpr (him j i)
  have hUU : modelU * modelUᴴ = 1 := by
    rw [hT]
    ext (i | i) (j | j) <;> fin_cases i <;> fin_cases j <;>
      simp [modelU, Matrix.mul_apply, Fintype.sum_sum_type, Fin.sum_univ_succ] <;> norm_num
  have hU : modelU ∈ Matrix.unitaryGroup (Fin 2 ⊕ Fin 1) ℂ :=
    Matrix.mem_unitaryGroup_iff.mpr hUU
  have hDh : modelD.IsHermitian := by
    unfold Matrix.IsHermitian
    ext (i | i) (j | j) <;> fin_cases i <;> fin_cases j <;> simp [modelD]
  have hH := Matrix.isHermitian_conjTranspose_mul_mul modelU hDh
  have hD : modelU * (modelUᴴ * modelD * modelU) * modelUᴴ = modelD := by
    calc _ = (modelU * modelUᴴ) * modelD * (modelU * modelUᴴ) := by
          simp only [Matrix.mul_assoc]
      _ = modelD := by rw [hUU, Matrix.one_mul, Matrix.mul_one]
  -- the transformed position block is scaled by 3/5
  have hx : upperBlock modelU modelX = !![0, 3 / 5; 3 / 5, 0] := by
    rw [upperBlock, hT]
    ext i j
    fin_cases i <;> fin_cases j <;>
      simp [Matrix.toBlocks₁₁, modelU, modelX, Matrix.mul_apply,
        Fintype.sum_sum_type, Fin.sum_univ_succ]
  have hf : !![1, 0; 0, 2] *ᵥ ![1, 0] = ((1 : ℝ) : ℂ) • ![(1 : ℂ), 0] := by
    ext i
    fin_cases i <;> simp [Matrix.mulVec, dotProduct, Fin.sum_univ_succ]
  have hk : !![1, 0; 0, 2] *ᵥ ![0, 1] = ((2 : ℝ) : ℂ) • ![(0 : ℂ), 1] := by
    ext i
    fin_cases i <;> simp [Matrix.mulVec, dotProduct, Fin.sum_univ_succ]
  refine ⟨hU, hH, hD, ?_, ?_⟩
  · rw [length_velocity hU hH hD modelX hf hk, hx]
    simp [Matrix.mulVec, dotProduct, Fin.sum_univ_succ]
    ring
  · simp [modelX, Matrix.mulVec, dotProduct, Fin.sum_univ_succ]
    ring

end

end PictureChange
```

```lean
#print axioms PictureChange.agreement_iff_commute
```

```
'PictureChange.agreement_iff_commute' depends on axioms: [propext, Classical.choice, Quot.sound]
```

## Operators before and after the transformation

The index type `m ⊕ n` splits the one-electron space into upper components `m` and lower components `n`, both finite. In a Dirac problem, `m` labels the large-component basis functions together with their spin, and `n` the small-component ones. Matrices over these indices refer to an orthonormal basis.

The Hamiltonian H is Hermitian, and U is a unitary matrix that decouples it exactly:

U H Uᴴ = diag(h, g)

Here h is the two-component Hamiltonian, and g belongs to the lower block, which holds the negative-energy states in the usual application. The hypotheses `hU`, `hH` and `hD` state these three properties. How U is found is left open, and no gap between the spectra of h and g is required.

For a position matrix x, `velocity H x` is

v = i(Hx − xH)

which is the Heisenberg equation of motion with ħ = 1. The definition `upperBlock U A` takes the upper-left block of U A Uᴴ. Write x₁ and v₁ for these blocks of x and v. The Lean expression `star f ⬝ᵥ x₀ *ᵥ k` is the inner product ⟨f, x₀k⟩, conjugate-linear in f.

Let hf = ef and hk = e′k, with real e and e′. The theorem `length_velocity` says

⟨f, v₁k⟩ = i(e − e′)⟨f, x₁k⟩

If some other matrix x₀ takes the place of x₁, `picture_change_error` gives

⟨f, v₁k⟩ − i(e − e′)⟨f, x₀k⟩ = i(e − e′)⟨f, (x₁ − x₀)k⟩

Finally, `agreement_iff_commute` says that the left side vanishes for all eigenvectors f and k exactly when x₁ − x₀ commutes with h. The vectors need not be normalised for these identities, though physical transition moments use normalised ones. Neither x nor x₀ has to be Hermitian.

## Why the commutator survives the transformation

Since UᴴU = 1, it can be inserted between the factors of any product:

U(AB)Uᴴ = (U A Uᴴ)(U B Uᴴ)

Put X = U x Uᴴ, with upper-left block x₁. Applying the product rule to Hx and xH gives

U v Uᴴ = i(diag(h, g)X − X diag(h, g))

In the upper-left block of diag(h, g)X, the block h multiplies x₁, and the lower-left block of X meets a zero. The other product works in the same way, so

v₁ = i(hx₁ − x₁h)

This is `upperBlock_velocity`. Its steps `hmul` and `hv` carry the commutator through U, and `hb` compares the upper-left blocks entry by entry.

Exact decoupling matters here. If the transformed Hamiltonian kept an upper-right block w and a lower-left block wᴴ, and X had upper-right block b and lower-left block a, then v₁ would contain the additional term i(wa − bwᴴ).

## From the commutator to the matrix element

The matrix U H Uᴴ is Hermitian because H is, and a diagonal block of a Hermitian matrix is Hermitian. This is `upper_isHermitian`. Hence h can act to the left on f, with the real energy e. For any matrix y on the upper space,

⟨f, hyk⟩ = ⟨hf, yk⟩ = e⟨f, yk⟩

⟨f, yhk⟩ = e′⟨f, yk⟩

Subtracting and multiplying by i gives

⟨f, i(hy − yh)k⟩ = i(e − e′)⟨f, yk⟩

In `velocity_element`, the step `hl` is the action to the left; the rewrites then apply both eigenvalue equations, and `ring` collects the factors. Choosing y = x₁ gives `length_velocity`. Subtracting i(e − e′)⟨f, x₀k⟩ from both sides and using linearity gives the error formula.

## Which substitutes keep the agreement

Let D = i(h(x₁ − x₀) − (x₁ − x₀)h). By the matrix-element formula with y = x₁ − x₀, the element ⟨f, Dk⟩ equals the length–velocity error for f and k. If x₁ − x₀ commutes with h, then D = 0 and every error vanishes.

Conversely, suppose that every error vanishes. Let V be a unitary matrix whose columns are eigenvectors of h. The entries of VᴴDV are elements of D between eigenvectors, so VᴴDV = 0, and therefore

D = V(VᴴDV)Vᴴ = 0

Thus x₁ − x₀ commutes with h. The lemma `eq_zero_of_elements` carries out this argument: `hcol` supplies the eigenvalue equations for the columns, `hz` gives the zero matrix, and the final `calc` undoes the change of basis.

Agreement is therefore weaker than x₀ = x₁. The difference x₁ − x₀ may be any matrix that has no elements between eigenvectors of h with different energies. When h has no degenerate levels, this means any matrix that is diagonal in the eigenbasis of h. With degenerate levels, such as the Kramers pairs of an electron without a magnetic field, the difference may also mix states of equal energy. Transition moments between different levels are then right, while expectation values of position in the individual states may be wrong.

The smallest nonempty upper space shows this at its plainest. With one upper component, h, x₁ and x₀ are numbers and always commute. There is no transition between different energies, so every x₀ passes, however far it is from x₁.

## A rotation that changes the dipole by a factor of 3/5

The model has two upper components and one lower component. `modelU` leaves the first upper component alone and rotates the second into the lower one, with cosine 3/5 and sine 4/5. The Hamiltonian is UᴴdU, where d is the diagonal matrix `modelD` with upper energies 1 and 2 and lower energy −1. The position matrix `modelX` couples the two upper components with strength 1.

After the transformation that coupling is 3/5. For the normalised eigenvectors f = (1, 0) and k = (0, 1), the velocity element is

i(1 − 2)(3/5) = −3i/5

The untransformed upper block of x gives −i on the length side. The error is 2i/5, as the formula requires. In `picture_change_witness`, unitarity and the transformed position block are computed entry by entry, and `length_velocity` then supplies the velocity element. The mixing was chosen for simple fractions and does not represent a particular atom.

## Transforming the dipole in a two-component calculation

One way to carry out a one-electron exact two-component calculation is to build the four-component matrix H in a basis orthonormalised separately for the large and small components, and to obtain U and h from it. Only the upper rows of U are needed for x₁. Write them as (P Q), with P acting on the large components and Q on the small ones. A Cartesian position component does not couple large and small components, so with diagonal blocks x_L and x_S,

x₁ = P x_L Pᴴ + Q x_S Qᴴ

Contracting this matrix with the two-component eigenvectors and multiplying by the electron's charge gives the transition dipole. Using x_L alone is the choice x₀ = x_L, which omits both the small-component term and the change that P makes to the large-component term.

For non-interacting electrons in a finite basis, the error formula thus connects the treatment of the dipole matrix to the mismatch between length and velocity transition moments. It assumes that f and k are eigenvectors of the same h that U produces from H; orbitals from a Hamiltonian with separately added, untransformed two-electron terms need not satisfy this. The velocity is also the commutator of the finite matrices. In a truncated basis it can differ from the matrix of the Dirac velocity operator cα, where c is the speed of light and α stands for the Dirac matrices, and that difference is a basis-set error separate from picture change.
